# At CHSH value 2√2, each party's two observables anticommute on the state

## Trading Bob's operator for Alice's

Suppose a calculation contains a correlator such as $\langle\psi|A_0B_0|\psi\rangle$, and the state is known to reach the maximal CHSH value, $\langle\psi|(A_0B_0+A_0B_1+A_1B_0-A_1B_1)|\psi\rangle=2\sqrt2$. One may then replace Bob's operator, where it stands next to the state, by a combination of Alice's:

$$B_0\psi=\tfrac{1}{\sqrt2}(A_0+A_1)\psi .$$

The correlator becomes $(1+\langle\psi|A_0A_1|\psi\rangle)/\sqrt2$. It is real, because $A_0B_0$ is Hermitian, and the real part of $\langle\psi|A_0A_1|\psi\rangle$ vanishes because $A_0$ and $A_1$ anticommute on $\psi$. So the correlator equals $1/\sqrt2$. The observables need not be known in detail: it is enough that each is Hermitian with square one, that Alice's commute with Bob's, and that $\psi$ is a unit vector.

Relations of this kind are used in device-independent certification, where measurement statistics constrain an uncharacterised apparatus; here they are obtained for pure states in finite dimension and for the exact maximal value.

## Two parties with two observables each

Alice measures $A_0$ or $A_1$, and Bob measures $B_0$ or $B_1$. Each measurement is taken to be projective with outcomes $\pm1$, so each observable is Hermitian with square one. Every $A_i$ commutes with every $B_j$, which expresses that the parties act on separate systems and that neither measurement disturbs the other. No tensor product is assumed. The CHSH operator is

$$S=A_0B_0+A_0B_1+A_1B_0-A_1B_1 .$$

In Lean, the observables are functions `A B : Fin 2 → Matrix n n ℂ`, where `n` is any finite index type, so `A 0` is $A_0$. The structure `IsSetting A B` collects the conditions: `hermA` and `hermB` for Hermiticity, `sqA` and `sqB` for the squares, and `comm` for commutation between the parties. The operator $S$ is `chsh A B`. A state is a vector `ψ : n → ℂ` with `star ψ ⬝ᵥ ψ = 1`, and `expect M ψ` is the complex number $\langle\psi|M|\psi\rangle$.

## What the maximal value implies

Theorem `maximal_iff` says that, for a unit vector $\psi$,

$$\langle\psi|S|\psi\rangle=2\sqrt2\iff \sqrt2B_0\psi=(A_0+A_1)\psi\ \text{ and }\ \sqrt2B_1\psi=(A_0-A_1)\psi .$$

Theorem `self_testing` assumes the left side and concludes both relations on the right, together with

$$(A_0A_1+A_1A_0)\psi=0,\qquad (B_0B_1+B_1B_0)\psi=0 .$$

These are equations between vectors. The anticommutators may be nonzero on other states.

In the literature, "self-testing" usually means more than the Lean name `self_testing` does: local isometries that extract a Bell pair from $\psi$ and turn the observables into Pauli matrices. The relations above are the algebraic input from which such isometries are commonly built, and no isometry is constructed here.

Theorem `self_testing_witness` supplies a two-qubit example that satisfies all the assumptions. Consequences drawn in the text, such as the correlator value above, carry no Lean proof of their own.

A laboratory application needs more than these theorems. Finite, noisy data do not establish an expectation of exactly $2\sqrt2$, and a value slightly below the maximum calls for a robust version with error bounds. Mixed states and non-projective measurements are not covered by the statements here either.

## Two squares that measure the distance from the maximum

Define the misfit operators

$$F_0=A_0+A_1-\sqrt2B_0,\qquad F_1=A_0-A_1-\sqrt2B_1 .$$

The desired relations say that $F_0\psi=0$ and $F_1\psi=0$. Since all squares are one and Alice's operators commute with Bob's,

$$F_0^2=4+(A_0A_1+A_1A_0)-2\sqrt2(A_0+A_1)B_0,$$

$$F_1^2=4-(A_0A_1+A_1A_0)-2\sqrt2(A_0-A_1)B_1 .$$

In the sum the anticommutators cancel, and the mixed terms combine into $S$:

$$F_0^2+F_1^2=8-2\sqrt2\,S .$$

Each $F_j$ is Hermitian, so $\langle\psi|F_j^2|\psi\rangle=\|F_j\psi\|^2$. For a unit vector this gives

$$\|F_0\psi\|^2+\|F_1\psi\|^2=8-2\sqrt2\,\langle\psi|S|\psi\rangle .$$

The left side is nonnegative, which yields Tsirelson's bound $\langle\psi|S|\psi\rangle\le2\sqrt2$. The right side is zero exactly when the expectation is $2\sqrt2$. The left side is zero exactly when both misfit vectors vanish. This proves the equivalence in both directions.

## From the replacement to the anticommutators

Apply $\sqrt2B_0$ twice to $\psi$. Because $B_0$ commutes with $A_0+A_1$,

$$2B_0^2\psi=\sqrt2B_0(A_0+A_1)\psi=(A_0+A_1)\sqrt2B_0\psi=(A_0+A_1)^2\psi .$$

The left side is $2\psi$, and the right side is $2\psi+(A_0A_1+A_1A_0)\psi$. Hence Alice's anticommutator annihilates $\psi$.

For Bob's pair, the same manipulation gives

$$2B_0B_1\psi=\sqrt2B_0(A_0-A_1)\psi=(A_0-A_1)(A_0+A_1)\psi=(A_0A_1-A_1A_0)\psi,$$

$$2B_1B_0\psi=\sqrt2B_1(A_0+A_1)\psi=(A_0+A_1)(A_0-A_1)\psi=(A_1A_0-A_0A_1)\psi .$$

The order of the factors is reversed when they pass from Bob to Alice. Adding the two lines gives $2(B_0B_1+B_1B_0)\psi=0$.

## A Bell pair that attains the value

Let $Z$ and $X$ be the Pauli matrices, and take

$$A_0=Z\otimes1,\quad A_1=X\otimes1,\quad B_0=1\otimes\frac{Z+X}{\sqrt2},\quad B_1=1\otimes\frac{Z-X}{\sqrt2},$$

with $\Phi=(e_{00}+e_{11})/\sqrt2$. The squares of $Z\pm X$ are $2$, because $Z$ and $X$ anticommute, so Bob's observables square to one. The remaining conditions hold because the Pauli matrices are Hermitian with square one and the two parties act on different tensor factors.

For a real symmetric matrix $M$, one has $(1\otimes M)\Phi=(M\otimes1)\Phi$. Therefore $\sqrt2B_0\Phi=(A_0+A_1)\Phi$ and $\sqrt2B_1\Phi=(A_0-A_1)\Phi$, and the equivalence gives the value $2\sqrt2$ without expanding the four correlators.

## Dimension one

On a one-dimensional space each observable is a number $\pm1$. Then

$$S=A_0(B_0+B_1)+A_1(B_0-B_1)=\pm2,$$

since one bracket is zero and the other is $\pm2$. The maximum $2\sqrt2$ is not reached, in agreement with the theorem: the anticommutator $2A_0A_1=\pm2$ annihilates no unit vector. The same argument excludes $2\sqrt2$ in any finite dimension if $A_0$ and $A_1$ commute, because the anticommutator is then $2A_0A_1$, which is invertible.

## The complete Lean source

```lean
import Mathlib

open Matrix
open scoped Kronecker ComplexOrder

namespace CHSHSelfTesting

noncomputable section

variable {n : Type*} [Fintype n] [DecidableEq n]

/-- Two observables `A 0, A 1` for Alice and two, `B 0, B 1`, for Bob: Hermitian matrices
squaring to one, each of Alice's commuting with each of Bob's. -/
structure IsSetting (A B : Fin 2 → Matrix n n ℂ) : Prop where
  hermA : ∀ i, (A i).IsHermitian
  hermB : ∀ j, (B j).IsHermitian
  sqA : ∀ i, A i * A i = 1
  sqB : ∀ j, B j * B j = 1
  comm : ∀ i j, A i * B j = B j * A i

/-- The CHSH operator `A₀B₀ + A₀B₁ + A₁B₀ - A₁B₁`. -/
def chsh (A B : Fin 2 → Matrix n n ℂ) : Matrix n n ℂ :=
  A 0 * B 0 + A 0 * B 1 + A 1 * B 0 - A 1 * B 1

/-- The expectation value `⟨ψ|M|ψ⟩` in a unit vector `ψ`. -/
def expect (M : Matrix n n ℂ) (ψ : n → ℂ) : ℂ := star ψ ⬝ᵥ (M *ᵥ ψ)

/-- The misfit `P - √2 R` between an operator `P` and `√2` times an operator `R`. -/
def misfit (P R : Matrix n n ℂ) : Matrix n n ℂ := P - √2 • R

private lemma sqrt_two_sq : √2 * √2 = (2 : ℝ) := Real.mul_self_sqrt (by norm_num)

variable {A B : Fin 2 → Matrix n n ℂ} {ψ : n → ℂ}

/-- For a setting with CHSH operator `S`, the squares of the misfits `A₀ + A₁ - √2 B₀` and
`A₀ - A₁ - √2 B₁` add up to `8 - 2√2 S`. -/
theorem sum_of_squares (h : IsSetting A B) :
    misfit (A 0 + A 1) (B 0) * misfit (A 0 + A 1) (B 0)
      + misfit (A 0 - A 1) (B 1) * misfit (A 0 - A 1) (B 1)
      = (8 : ℝ) • (1 : Matrix n n ℂ) - (2 * √2) • chsh A B := by
  simp only [misfit, chsh, sub_mul, mul_sub, add_mul, mul_add, smul_mul_assoc, mul_smul_comm,
    smul_sub, smul_add, smul_smul, h.sqA, h.sqB, ← h.comm, sqrt_two_sq]
  module

/-- For a setting and a unit vector `ψ` with CHSH expectation `s`, the squared lengths of
`(A₀ + A₁ - √2 B₀)ψ` and `(A₀ - A₁ - √2 B₁)ψ` add up to `8 - 2√2 s`. -/
theorem misfit_eq_shortfall (h : IsSetting A B) (hψ : star ψ ⬝ᵥ ψ = 1) :
    star (misfit (A 0 + A 1) (B 0) *ᵥ ψ) ⬝ᵥ (misfit (A 0 + A 1) (B 0) *ᵥ ψ)
      + star (misfit (A 0 - A 1) (B 1) *ᵥ ψ) ⬝ᵥ (misfit (A 0 - A 1) (B 1) *ᵥ ψ)
      = 8 - 2 * √2 * expect (chsh A B) ψ := by
  have k : ∀ M : Matrix n n ℂ, Mᴴ = M →
      star (M *ᵥ ψ) ⬝ᵥ (M *ᵥ ψ) = star ψ ⬝ᵥ ((M * M) *ᵥ ψ) := fun M hM => by
    rw [Matrix.star_mulVec, hM, ← Matrix.dotProduct_mulVec, Matrix.mulVec_mulVec]
  rw [k _ (by simp only [misfit, conjTranspose_sub, conjTranspose_add, conjTranspose_smul,
      star_trivial, (h.hermA _).eq, (h.hermB _).eq]),
    k _ (by simp only [misfit, conjTranspose_sub, conjTranspose_smul,
      star_trivial, (h.hermA _).eq, (h.hermB _).eq]),
    ← dotProduct_add, ← Matrix.add_mulVec, sum_of_squares h, Matrix.sub_mulVec,
    Matrix.smul_mulVec, Matrix.smul_mulVec, Matrix.one_mulVec, dotProduct_sub,
    dotProduct_smul, dotProduct_smul, hψ, expect]
  simp only [Complex.real_smul]
  push_cast
  ring

/-- For a setting, a unit vector reaches the CHSH value `2√2` exactly when `B₀` and `B₁` act on it
as `(A₀ + A₁)/√2` and `(A₀ - A₁)/√2`. -/
theorem maximal_iff (h : IsSetting A B) (hψ : star ψ ⬝ᵥ ψ = 1) :
    expect (chsh A B) ψ = 2 * √2 ↔
      √2 • (B 0 *ᵥ ψ) = (A 0 + A 1) *ᵥ ψ ∧ √2 • (B 1 *ᵥ ψ) = (A 0 - A 1) *ᵥ ψ := by
  have hs : (√2 : ℂ) * √2 = 2 := by exact_mod_cast sqrt_two_sq
  have hz : ∀ P R : Matrix n n ℂ, √2 • (R *ᵥ ψ) = P *ᵥ ψ ↔
      star (misfit P R *ᵥ ψ) ⬝ᵥ (misfit P R *ᵥ ψ) = 0 := fun P R => by
    rw [dotProduct_star_self_eq_zero, misfit, Matrix.sub_mulVec, Matrix.smul_mulVec,
      sub_eq_zero, eq_comm]
  -- two squared lengths add up to zero only if both vanish
  rw [hz, hz, ← add_eq_zero_iff_of_nonneg
    (dotProduct_star_self_nonneg (misfit (A 0 + A 1) (B 0) *ᵥ ψ))
    (dotProduct_star_self_nonneg (misfit (A 0 - A 1) (B 1) *ᵥ ψ)), misfit_eq_shortfall h hψ]
  constructor <;> intro x
  · rw [x]
    linear_combination -4 * hs
  · linear_combination (-(√2 : ℂ) / 4) * x - expect (chsh A B) ψ / 2 * hs

omit [DecidableEq n] in
/-- If `√2 C` and `√2 D` act on a state as `M` and `N`, and `C` commutes with `N`, then `2CD`
acts on it as the product in reverse order, `NM`. -/
theorem transfer {C D M N : Matrix n n ℂ} (hC : √2 • (C *ᵥ ψ) = M *ᵥ ψ)
    (hD : √2 • (D *ᵥ ψ) = N *ᵥ ψ) (hCN : C * N = N * C) :
    (2 : ℝ) • ((C * D) *ᵥ ψ) = (N * M) *ᵥ ψ := by
  calc (2 : ℝ) • ((C * D) *ᵥ ψ) = √2 • (C *ᵥ (√2 • (D *ᵥ ψ))) := by
        rw [Matrix.mulVec_smul, smul_smul, sqrt_two_sq, Matrix.mulVec_mulVec]
    _ = N *ᵥ (√2 • (C *ᵥ ψ)) := by
        rw [hD, Matrix.mulVec_smul, Matrix.mulVec_mulVec, Matrix.mulVec_mulVec, hCN]
    _ = (N * M) *ᵥ ψ := by rw [hC, Matrix.mulVec_mulVec]

/-- For a setting, if a unit vector has CHSH expectation `2√2`, then `B₀` and `B₁` act on it as
`(A₀ ± A₁)/√2`, and the anticommutator of each party's two observables annihilates it. -/
theorem self_testing (h : IsSetting A B) (hψ : star ψ ⬝ᵥ ψ = 1)
    (hmax : expect (chsh A B) ψ = 2 * √2) :
    √2 • (B 0 *ᵥ ψ) = (A 0 + A 1) *ᵥ ψ ∧ √2 • (B 1 *ᵥ ψ) = (A 0 - A 1) *ᵥ ψ ∧
      (A 0 * A 1 + A 1 * A 0) *ᵥ ψ = 0 ∧ (B 0 * B 1 + B 1 * B 0) *ᵥ ψ = 0 := by
  obtain ⟨h0, h1⟩ := (maximal_iff h hψ).mp hmax
  refine ⟨h0, h1, ?_, ?_⟩
  · -- `2 B₀² ψ = (A₀ + A₁)² ψ`, and both sides contain `2ψ`
    have t := transfer h0 h0 (by simp only [mul_add, add_mul, h.comm])
    have e : (A 0 + A 1) * (A 0 + A 1)
        = (2 : ℝ) • (1 : Matrix n n ℂ) + (A 0 * A 1 + A 1 * A 0) := by
      simp only [add_mul, mul_add, h.sqA]
      module
    rw [h.sqB, e, Matrix.add_mulVec, Matrix.smul_mulVec, Matrix.one_mulVec] at t
    linear_combination (norm := module) -t
  · -- the two orders of Bob's product transfer to opposite operators
    have t1 := transfer h0 h1 (by simp only [mul_sub, sub_mul, h.comm])
    have t2 := transfer h1 h0 (by simp only [mul_add, add_mul, h.comm])
    have e : (A 0 - A 1) * (A 0 + A 1) + (A 0 + A 1) * (A 0 - A 1) = 0 := by
      simp only [add_mul, mul_add, sub_mul, mul_sub, h.sqA]
      abel
    have s : (2 : ℝ) • ((B 0 * B 1 + B 1 * B 0) *ᵥ ψ) = 0 := by
      rw [Matrix.add_mulVec, smul_add, t1, t2, ← Matrix.add_mulVec, e, Matrix.zero_mulVec]
    exact (smul_eq_zero.mp s).resolve_left (by norm_num)

/-- The Pauli matrices `Z` and `X`. -/
def pauli : Fin 2 → Matrix (Fin 2) (Fin 2) ℂ := ![!![1, 0; 0, -1], !![0, 1; 1, 0]]

/-- The matrices `Z + X` and `Z - X`. -/
def tilted : Fin 2 → Matrix (Fin 2) (Fin 2) ℂ := ![!![1, 1; 1, -1], !![1, -1; -1, -1]]

/-- Alice measures `Z` or `X` on the first qubit. -/
def alice (i : Fin 2) : Matrix (Fin 2 × Fin 2) (Fin 2 × Fin 2) ℂ := pauli i ⊗ₖ 1

/-- Bob measures `(Z + X)/√2` or `(Z - X)/√2` on the second qubit. -/
def bob (j : Fin 2) : Matrix (Fin 2 × Fin 2) (Fin 2 × Fin 2) ℂ := (√2)⁻¹ • (1 ⊗ₖ tilted j)

/-- The Bell state `(e₀₀ + e₁₁)/√2`. -/
def bell (p : Fin 2 × Fin 2) : ℂ := if p.1 = p.2 then (((√2)⁻¹ : ℝ) : ℂ) else 0

/-- The observables `alice` and `bob` form a setting, and the Bell state is a unit vector
with CHSH expectation `2√2`. -/
theorem self_testing_witness :
    IsSetting alice bob ∧ star bell ⬝ᵥ bell = 1 ∧ expect (chsh alice bob) bell = 2 * √2 := by
  have r : (√2)⁻¹ * (√2)⁻¹ = (2 : ℝ)⁻¹ := by rw [← mul_inv, sqrt_two_sq]
  have ha : ∀ i, (pauli i)ᴴ = pauli i ∧ pauli i * pauli i = 1 := by
    intro i
    constructor <;> ext a b <;> fin_cases i <;> fin_cases a <;> fin_cases b <;>
      simp [pauli, Matrix.mul_apply, Fin.sum_univ_two]
  have hb : ∀ j, (tilted j)ᴴ = tilted j ∧
      tilted j * tilted j = (2 : ℝ) • (1 : Matrix (Fin 2) (Fin 2) ℂ) := by
    intro j
    constructor <;> ext a b <;> fin_cases j <;> fin_cases a <;> fin_cases b <;>
      norm_num [tilted, Matrix.mul_apply, Fin.sum_univ_two]
  have hset : IsSetting alice bob :=
    { hermA := fun i => by
        rw [Matrix.IsHermitian, alice, conjTranspose_kronecker, (ha i).1, conjTranspose_one]
      hermB := fun j => by
        rw [Matrix.IsHermitian, bob, conjTranspose_smul, star_trivial,
          conjTranspose_kronecker, (hb j).1, conjTranspose_one]
      sqA := fun i => by
        rw [alice, ← Matrix.mul_kronecker_mul, (ha i).2, one_mul, Matrix.one_kronecker_one]
      sqB := fun j => by
        rw [bob, smul_mul_assoc, mul_smul_comm, smul_smul, r, ← Matrix.mul_kronecker_mul,
          (hb j).2, one_mul, Matrix.kronecker_smul, Matrix.one_kronecker_one, smul_smul,
          inv_mul_cancel₀ (by norm_num), one_smul]
      comm := fun i j => by
        rw [alice, bob, mul_smul_comm, smul_mul_assoc, ← Matrix.mul_kronecker_mul,
          ← Matrix.mul_kronecker_mul, one_mul, mul_one, one_mul, mul_one] }
  have hunit : star bell ⬝ᵥ bell = 1 := by
    have hc : (((√2)⁻¹ : ℝ) : ℂ) * (((√2)⁻¹ : ℝ) : ℂ) = 2⁻¹ := by
      rw [← Complex.ofReal_mul, r]
      norm_num
    simp only [dotProduct, bell, Fintype.sum_prod_type, Fin.sum_univ_two, Pi.star_apply,
      if_true, zero_ne_one, one_ne_zero, if_false, mul_zero, Complex.star_def,
      Complex.conj_ofReal, hc]
    norm_num
  -- the value follows from the action of Bob's observables on the Bell state
  refine ⟨hset, hunit, (maximal_iff hset hunit).mpr ⟨?_, ?_⟩⟩ <;>
  · rw [bob, Matrix.smul_mulVec, smul_smul, mul_inv_cancel₀ (by positivity), one_smul]
    ext ⟨a, b⟩
    fin_cases a <;> fin_cases b <;>
      simp [Matrix.mulVec, dotProduct, Fintype.sum_prod_type, Fin.sum_univ_two, alice, bell,
        pauli, tilted, Matrix.kroneckerMap_apply, Matrix.one_apply]

end

end CHSHSelfTesting
```

```lean
#print axioms CHSHSelfTesting.self_testing
```

```
'CHSHSelfTesting.self_testing' depends on axioms: [propext, Classical.choice, Quot.sound]
```

## How the Lean proof carries out the algebra

**The operator identity.** The definition `misfit P R` is $P-\sqrt2R$, so $F_0$ is `misfit (A 0 + A 1) (B 0)` and $F_1$ is `misfit (A 0 - A 1) (B 1)`. In `sum_of_squares`, `simp only` expands the products, replaces squares by one and uses `← h.comm` to move Alice's factors to the left of Bob's. The tactic `module` then compares the coefficients of the remaining matrix products.

**From operators to lengths.** In `misfit_eq_shortfall`, the auxiliary statement `k` is the identity $\|M\psi\|^2=\langle\psi|M^2|\psi\rangle$ for Hermitian $M$. It is applied to both misfits, after which the operator identity and the normalisation of $\psi$ give the stated right side.

**The equality case.** Inside `maximal_iff`, `hz` translates each vector relation into the vanishing of a squared length. These lengths are complex numbers in Lean, and the order on $\mathbb C$ used here makes a nonnegative number real. The lemma `add_eq_zero_iff_of_nonneg` turns two vanishing lengths into one vanishing sum. What remains is the scalar equivalence between $8-2\sqrt2\,x=0$ and $x=2\sqrt2$, which `linear_combination` settles in each direction using $\sqrt2\cdot\sqrt2=2$.

**Moving products across.** The lemma `transfer` isolates the manipulation used for the anticommutators. If $\sqrt2C\psi=M\psi$ and $\sqrt2D\psi=N\psi$, and $C$ commutes with $N$, then $2CD\psi=NM\psi$. Its `calc` block first splits the factor $2$ into $\sqrt2\cdot\sqrt2$, then inserts the relation for $D$ and commutes $C$ past $N$, and finally inserts the relation for $C$.

**The two anticommutators.** The proof of `self_testing` first obtains `h0` and `h1`, the relations for $B_0$ and $B_1$, from `maximal_iff`. For Alice, `transfer h0 h0` gives $2B_0^2\psi=(A_0+A_1)^2\psi$; the equation `e` expands the square, and the two copies of $2\psi$ cancel. For Bob, `t1` and `t2` are the transferred products in the two orders. Here `e` states that their images on Alice's side add up to zero, and the final line removes the factor $2$.

**The example.** The matrices `tilted` are the unnormalised $Z\pm X$, and `bob` contains the factor $1/\sqrt2$. In `self_testing_witness`, `ha` and `hb` check the $2\times2$ matrices entry by entry, and Kronecker product rules lift the results to two qubits. The last step uses `maximal_iff` from right to left and verifies the two vector relations on the four components of the Bell state.
